# A zero-current dephasing probe leaves the energy-integrated Breit–Wigner transmission of a single level unchanged

Q: Take one level between two leads, each of which broadens it by a width of 1, in units with $\hbar=1$. With the energy $E$ measured from the resonance, the coherent transmission is $1/(E^2+1)$, which reaches 1 at the peak. Now add dephasing of width 2. The peak drops to $1/2$. How can the current survive that?

A: The line also becomes twice as broad. With dephasing the transmission is $2/(E^2+4)$, whose full width at half maximum is 4 instead of 2. Both curves have area $\pi$. If the left lead is full and the right lead empty over the whole line, the particle current is the area divided by $2\pi$, which is $1/2$ in both cases. A rate equation gives the same number: the level fills at rate $1-n$ and empties at rate $n$, so its occupation is $n=1/2$, and so is the current.

Q: You wrote down $2/(E^2+4)$ without deriving it. Where does it come from?

A: From a fictitious third lead, the dephasing probe. Let $a,b>0$ be the left and right widths, $p\ge 0$ the probe width, $g=a+b+p$ and $D=E^2+g^2/4$. The Breit–Wigner probability between channels of widths $x$ and $y$ is $xy/D$. Let $f_L$, $f_R$ and $f$ be the occupations of the left lead, the right lead and the probe. A carrier that enters the probe is replaced by one without phase memory, and since the probe is no real drain, its net current vanishes:
$$\frac{pa}{D}(f-f_L)+\frac{pb}{D}(f-f_R)=0 .$$
For $p>0$ this gives $f=(af_L+bf_R)/(a+b)$, hence $f_L-f=b(f_L-f_R)/(a+b)$. In units of $1/2\pi$, the current per unit energy that leaves the left lead at energy $E$ is then
$$\frac{ab}{D}(f_L-f_R)+\frac{ap}{D}(f_L-f)=\frac{ab}{D}\Bigl(1+\frac{p}{a+b}\Bigr)(f_L-f_R)=\frac{ab}{a+b}\,\frac{g}{D}\,(f_L-f_R).$$
The factor in front of $f_L-f_R$ is the total transmission. For $a=b=1$ and $p=2$ it is $2/(E^2+4)$.

Q: And the area for general widths?

A: Put $x=2E/g$, so that $dE=(g/2)\,dx$:
$$\int_{-\infty}^{\infty}\frac{g}{E^2+g^2/4}\,dE=\frac4g\cdot\frac g2\int_{-\infty}^{\infty}\frac{dx}{1+x^2}=2\pi .$$
The width $g$ cancels, and $p$ goes with it. The total transmission has area $2\pi ab/(a+b)$. In the rate equation, $a(1-n)=bn$ gives $n=a/(a+b)$ and the current $bn=ab/(a+b)$, so the area is $2\pi$ times the sequential current.

Q: That convinces me about the algebra. Now show me that the Lean file talks about the same objects.

A: It works with real numbers and three functions of energy. The first is the line shape $g/D$.

```lean
import Mathlib

open MeasureTheory

namespace ResonantTunnellingDephasing

noncomputable section

/-- Lorentzian line of full width `g > 0` at energy `E` measured from the resonance. -/
def lorentzian (g E : ℝ) : ℝ := g / (E ^ 2 + g ^ 2 / 4)
```

The second is the probability $xy/D$. The total width `g` is a separate argument, so the same function serves every pair among the left lead, the right lead and the probe.

```lean
/-- Breit-Wigner transmission probability between two channels of widths `x` and `y`
through a level of total width `g > 0`. -/
def breitWigner (x y g E : ℝ) : ℝ := x * y / (E ^ 2 + g ^ 2 / 4)
```

The third is the total transmission, with `a + b + p` as the width of the line.

```lean
/-- Total transmission, direct plus probe-assisted, through a level with lead widths
`a, b > 0` and dephasing width `p ≥ 0`. -/
def totalTransmission (a b p E : ℝ) : ℝ := a * b / (a + b) * lorentzian (a + b + p) E
```

Q: There is my objection. `totalTransmission` is a definition. You could have defined the answer you wanted.

A: The next theorem ties it to the probe. Its hypothesis `h` is the zero-current condition at energy `E`. The conclusion has two parts: the probe occupation is the weighted mean of the lead occupations, and the current leaving the left lead is `totalTransmission a b p E` times `fL - fR`.

```lean
/-- If a dephasing probe draws no net current, its occupation is the width-weighted mean of the lead
occupations, and the current leaving the left lead is the total transmission times `fL - fR`. -/
theorem probe_elimination {a b p : ℝ} (ha : 0 < a) (hb : 0 < b) (hp : 0 < p)
    (E fL fR f : ℝ)
    (h : breitWigner p a (a + b + p) E * (f - fL)
      + breitWigner p b (a + b + p) E * (f - fR) = 0) :
    f = (a * fL + b * fR) / (a + b) ∧
    breitWigner a b (a + b + p) E * (fL - fR) + breitWigner a p (a + b + p) E * (fL - f)
      = totalTransmission a b p E * (fL - fR) := by
  have hab : a + b ≠ 0 := by positivity
  have hs : (a + b) * (a + b)⁻¹ = 1 := mul_inv_cancel₀ hab
  have hD : 0 < E ^ 2 + (a + b + p) ^ 2 / 4 := by positivity
  unfold totalTransmission lorentzian
  unfold breitWigner at h ⊢
  generalize E ^ 2 + (a + b + p) ^ 2 / 4 = D at h hD ⊢
  constructor
  · -- the common factor p / D drops out of the current balance
    have h2 : p / D * (a * (f - fL) + b * (f - fR)) = 0 := by linear_combination h
    have h3 := (mul_eq_zero.mp h2).resolve_left (div_pos hp hD).ne'
    rw [eq_div_iff hab]
    linear_combination h3
  · linear_combination (-(a * (a + b)⁻¹)) * h
      - (a * b / D * (fL - fR) + a * p / D * (fL - f)) * hs
```

The first part of the proof factors $p/D$ out of the balance and cancels it, as we did by hand. In the second part `linear_combination` takes the balance with coefficient $-a/(a+b)$ and subtracts it from the goal. This adds $a/(a+b)$ times the balance to the current, which removes $f$ just as substitution does.

Q: Why does this theorem require `0 < p`, when you allowed $p=0$ earlier?

A: Because the balance doesn't determine the occupation of a decoupled probe. Take $a=b=1$, $p=0$, $f_L=1$, $f_R=0$ and $f=1$. The balance reads $0=0$, yet $f$ is not $1/2$. The case $p=0$ is treated directly: the total transmission is then the coherent Breit–Wigner formula, because the factor $a+b$ cancels.

```lean
/-- Without dephasing the total transmission is the coherent Breit-Wigner formula. -/
theorem totalTransmission_zero {a b : ℝ} (ha : 0 < a) (hb : 0 < b) (E : ℝ) :
    totalTransmission a b 0 E = breitWigner a b (a + b) E := by
  have hs : (a + b) * (a + b)⁻¹ = 1 := mul_inv_cancel₀ (by positivity)
  unfold totalTransmission lorentzian breitWigner
  rw [add_zero]
  generalize E ^ 2 + (a + b) ^ 2 / 4 = D
  linear_combination (a * b / D) * hs
```

Q: Then the integral. Does Lean do the substitution you did?

A: Yes, in two steps. First the line is rewritten as $(4/g)\,/\,(1+(2E/g)^2)$, by cross-multiplying the two fractions.

```lean
/-- The Lorentzian is a rescaled copy of the standard profile `1 / (1 + x ^ 2)`. -/
theorem lorentzian_eq {g : ℝ} (hg : 0 < g) (E : ℝ) :
    lorentzian g E = 4 / g * (1 + (2 / g * E) ^ 2)⁻¹ := by
  have hD : E ^ 2 + g ^ 2 / 4 ≠ 0 := by positivity
  have h2 : 1 + (2 / g * E) ^ 2 ≠ 0 := by positivity
  rw [lorentzian, ← div_eq_mul_inv, div_eq_div_iff hD h2]
  field_simp
  ring
```

Then Mathlib supplies the integrability of $1/(1+x^2)$ and its area $\pi$. The scaling rule `Measure.integral_comp_mul_left` contributes the factor $|(2/g)^{-1}|=g/2$, which is our $dE=(g/2)\,dx$.

```lean
/-- A Lorentzian line of positive width is integrable and has area `2π`. -/
theorem lorentzian_area {g : ℝ} (hg : 0 < g) :
    Integrable (lorentzian g) ∧ ∫ E : ℝ, lorentzian g E = 2 * Real.pi := by
  have hc : 0 < 2 / g := by positivity
  constructor
  · have h := (integrable_inv_one_add_sq.comp_mul_left' hc.ne').const_mul (4 / g)
    rw [show lorentzian g = fun E => 4 / g * (1 + (2 / g * E) ^ 2)⁻¹ from
      funext (lorentzian_eq hg)]
    exact h
  · -- change the energy variable to x = 2E / g
    have h : ∫ E : ℝ, (1 + (2 / g * E) ^ 2)⁻¹ = |(2 / g)⁻¹| • ∫ y : ℝ, (1 + y ^ 2)⁻¹ :=
      Measure.integral_comp_mul_left (fun x : ℝ => (1 + x ^ 2)⁻¹) (2 / g)
    rw [integral_univ_inv_one_add_sq, abs_of_pos (inv_pos.mpr hc), smul_eq_mul] at h
    simp_rw [lorentzian_eq hg]
    rw [integral_const_mul, h]
    field_simp
    ring
```

The main theorem multiplies this area by the constant $ab/(a+b)$. It states that the total transmission is integrable over all real energies and gives its integral, for all `a` and `b` above zero and every `p` from zero upwards.

```lean
/-- The total transmission is integrable over all energies, and its integral is
`2π ab / (a + b)` for every dephasing width `p ≥ 0`. -/
theorem integral_totalTransmission {a b p : ℝ} (ha : 0 < a) (hb : 0 < b) (hp : 0 ≤ p) :
    Integrable (totalTransmission a b p) ∧
    ∫ E : ℝ, totalTransmission a b p E = 2 * Real.pi * (a * b / (a + b)) := by
  have hg : 0 < a + b + p := by positivity
  obtain ⟨hi, hv⟩ := lorentzian_area hg
  refine ⟨hi.const_mul (a * b / (a + b)), ?_⟩
  simp only [totalTransmission]
  rw [integral_const_mul, hv]
  ring
```

Q: Does the sign of $p$ matter here, or is it only there because widths are positive?

A: A physical width can't be negative, but the integral itself needs only $g>0$, which $p\ge 0$ guarantees. With $a=b=1$ and $p=-4$ the total width is $g=-2$, and the formula becomes $-1/(E^2+1)$. Its integral is $-\pi$, whereas the theorem would give $\pi$.

Q: Next, the word "sequential". Is the rate equation derived from strong dephasing?

A: No. It enters as a separate model, through the hypothesis `hn`, which says that the level fills as fast as it empties. The theorem compares the two descriptions: the coherent integral and the integral with dephasing both equal $2\pi$ times `b * n`.

```lean
/-- Let `n` be the steady occupation of the level when it fills at rate `a (1 - n)` and empties
at rate `b n`. The integrated coherent transmission and the integrated total transmission with
dephasing both equal `2π` times the sequential current `b n`. -/
theorem coherent_eq_sequential {a b p n : ℝ} (ha : 0 < a) (hb : 0 < b) (hp : 0 ≤ p)
    (hn : a * (1 - n) = b * n) :
    ∫ E : ℝ, breitWigner a b (a + b) E = 2 * Real.pi * (b * n) ∧
    ∫ E : ℝ, totalTransmission a b p E = 2 * Real.pi * (b * n) := by
  have hab : a + b ≠ 0 := by positivity
  have hJ : b * n = a * b / (a + b) := by
    rw [eq_div_iff hab]
    linear_combination (-b) * hn
  rw [hJ]
  refine ⟨?_, (integral_totalTransmission ha hb hp).2⟩
  have h0 := (integral_totalTransmission (p := 0) ha hb le_rfl).2
  simp_rw [totalTransmission_zero ha hb] at h0
  exact h0
```

The proof solves `hn` for the current, $bn=ab/(a+b)$, and uses the main theorem twice, once at the given `p` and once at $p=0$, where the coherent formula is recovered.

Q: Suppose I count only the electrons that never visit the probe. Surely dephasing reduces their number.

A: It does. Their transmission is $ab/D=(ab/g)\,(g/D)$, so its area is $2\pi ab/g$, which falls as $p$ grows.

```lean
/-- The directly transmitted part alone has the integral `2π ab / (a + b + p)`. -/
theorem integral_direct_part {a b p : ℝ} (ha : 0 < a) (hb : 0 < b) (hp : 0 ≤ p) :
    ∫ E : ℝ, breitWigner a b (a + b + p) E = 2 * Real.pi * (a * b / (a + b + p)) := by
  have hg : 0 < a + b + p := by positivity
  have h : ∀ E, breitWigner a b (a + b + p) E
      = a * b / (a + b + p) * lorentzian (a + b + p) E := by
    intro E
    unfold breitWigner lorentzian
    generalize a + b + p = g at hg ⊢
    have hs : g * g⁻¹ = 1 := mul_inv_cancel₀ hg.ne'
    generalize E ^ 2 + g ^ 2 / 4 = D
    linear_combination (-(a * b / D)) * hs
  simp_rw [h]
  rw [integral_const_mul, (lorentzian_area hg).2]
  ring
```

The Lean proof is this rewriting followed by the area of the Lorentzian. In the opening example with $p=2$, the direct part has area $\pi/2$, and the electrons that pass through the probe make up the other $\pi/2$. Only the sum is independent of $p$.

Q: My experiment has a finite bias. What is left of the claim?

A: The exact equality is lost. Take zero temperature and a bias window from $-W$ to $W$, centred on the resonance. There the antiderivative $2\arctan(2E/g)$ gives the area $4\arctan(2W/g)$ for the line. Lean checks the derivative and applies the fundamental theorem of calculus.

```lean
/-- The area of a Lorentzian line inside the energy window from `-W` to `W` is an arctangent. -/
theorem lorentzian_window {g : ℝ} (hg : 0 < g) (W : ℝ) :
    ∫ E in (-W)..W, lorentzian g E = 4 * Real.arctan (2 / g * W) := by
  have hd : ∀ E : ℝ,
      HasDerivAt (fun x => 2 * Real.arctan (2 / g * x)) (lorentzian g E) E := by
    intro E
    have h := (((hasDerivAt_id' E).const_mul (2 / g)).arctan).const_mul 2
    exact h.congr_deriv (by rw [lorentzian_eq hg]; ring)
  rw [intervalIntegral.integral_eq_sub_of_hasDerivAt (fun E _ => hd E)
    (lorentzian_area hg).1.intervalIntegrable]
  simp only [mul_neg, Real.arctan_neg]
  ring
```

For $W>0$ a larger $p$ makes $2W/g$ smaller, and the arctangent is strictly increasing, so the integrated transmission strictly decreases. In our example with $W=1$ it is $2\arctan 1\approx 1.57$ without dephasing and $2\arctan(1/2)\approx 0.93$ with $p=2$. Broadening has pushed weight out of the window.

```lean
/-- In a finite symmetric energy window, a larger dephasing width gives a strictly smaller
integrated total transmission. -/
theorem finite_window_decreases {a b p q W : ℝ} (ha : 0 < a) (hb : 0 < b) (hp : 0 ≤ p)
    (hpq : p < q) (hW : 0 < W) :
    ∫ E in (-W)..W, totalTransmission a b q E
      < ∫ E in (-W)..W, totalTransmission a b p E := by
  have hgp : 0 < a + b + p := by positivity
  have hgq : 0 < a + b + q := by linarith
  have hlt : 2 / (a + b + q) * W < 2 / (a + b + p) * W := by gcongr
  have hat := Real.arctan_strictMono hlt
  simp only [totalTransmission, intervalIntegral.integral_const_mul]
  rw [lorentzian_window hgq, lorentzian_window hgp]
  exact mul_lt_mul_of_pos_left (by linarith) (by positivity)

end

end ResonantTunnellingDephasing
```

```lean
#print axioms ResonantTunnellingDephasing.integral_totalTransmission
#print axioms ResonantTunnellingDephasing.coherent_eq_sequential
#print axioms ResonantTunnellingDephasing.integral_direct_part
#print axioms ResonantTunnellingDephasing.finite_window_decreases
```

```
'ResonantTunnellingDephasing.integral_totalTransmission' depends on axioms: [propext, Classical.choice, Quot.sound]
'ResonantTunnellingDephasing.coherent_eq_sequential' depends on axioms: [propext, Classical.choice, Quot.sound]
'ResonantTunnellingDephasing.integral_direct_part' depends on axioms: [propext, Classical.choice, Quot.sound]
'ResonantTunnellingDephasing.finite_window_decreases' depends on axioms: [propext, Classical.choice, Quot.sound]
```

Q: So what am I still taking on trust as a physicist?

A: The Breit–Wigner form itself, with a single level and widths that don't depend on energy. There is no Coulomb interaction, and the rate equation describes one spinless level that fills only from the left and empties only to the right. The probe balance is imposed at each energy separately, so the probe randomises phase without exchanging energy. A probe that balances only its total current could redistribute carriers in energy, and that is a different model. Finally, the theorems concern integrals of transmission. To read them as currents you add the factor $1/2\pi$ and a bias that keeps the left lead full and the right lead empty across the whole line.

Q: Within those limits, what can I do with it?

A: For a non-interacting single level with constant widths, it tells you that the current in the large-bias limit, where the bias window contains the whole line, does not depend on how much dephasing of this kind is present. If the lead widths are known, the width of the line reveals the dephasing, and so does the current from a finite window centred on the resonance. If they are unknown, the line shape is not enough: $2/(E^2+4)$ is also the coherent line for lead widths $2+\sqrt2$ and $2-\sqrt2$. In a transport code restricted to the same model, it offers a simple test: change the probe width and see whether the integrated total transmission, direct plus probe-assisted, stays put. If it drifts downwards as the probe width grows, the energy grid may be cutting off the tails.
